# The single rate maximum of first-order Arrhenius desorption under linear heating

When an adsorbed layer desorbs by first-order kinetics while its temperature T rises linearly in time, the desorption rate has exactly one maximum over T > 0. It lies at the only positive solution of

E/(R T²) = (ν/b) exp(−E/(R T)).

Here E > 0 is the molar desorption energy, R the gas constant, ν > 0 the attempt frequency and b > 0 the heating rate, often written β. E and ν are constants, independent of coverage. For non-interacting adsorbates of this kind, the equation turns a computed desorption barrier and prefactor into a peak temperature.

## Rising rate constant against falling coverage

Let k(T) = ν exp(−E/(R T)), and let y(T) > 0 be the coverage, often written θ. First-order loss in time, with dT/dt = b, gives y' = −(k/b) y. Since k' = E/(R T²) k, the rate r = k y satisfies

r' = r [E/(R T²) − k/b].

With B(T) = (R T²/E) k(T), the bracket equals

E/(R T² b) · (b − B(T)),

so r' has the sign of b − B(T), and the peak equation says B(T) = b. Both T² and exp(−E/(R T)) increase with T, so B is strictly increasing and there is at most one solution.

For existence, take c = √(E b/(R ν)). Then B(c) = b exp(−E/(R c)) ≤ b. At d = 2E/R + 2c we have E/(R d) ≤ 1/2, hence exp(−E/(R d)) ≥ 1 − 1/2 = 1/2. Since d ≥ 2c, B(d) ≥ 4b · 1/2 = 2b. By continuity B takes the value b at some Tp between c and d. Below Tp the rate rises strictly; above it, the rate falls strictly.

## The kinetics as Lean definitions

All quantities are real numbers, understood as values in consistent units.

```lean
import Mathlib

open Set

namespace ThermalDesorptionPeak

noncomputable section
```

The first two definitions are k and r.

```lean
/-- Arrhenius rate constant `ν exp(-E/(R T))` for desorption, for `R` and `T` nonzero. -/
def rateConstant (E R ν T : ℝ) : ℝ := ν * Real.exp (-E / (R * T))

/-- First-order desorption rate: rate constant times the coverage `y` at temperature `T > 0`. -/
def desorptionRate (E R ν : ℝ) (y : ℝ → ℝ) (T : ℝ) : ℝ := rateConstant E R ν T * y T
```

The coverage law requires positivity and the differential equation at every T > 0. It sets no upper bound on y, so any positive quantity proportional to the adsorbed amount will do.

```lean
/-- A positive coverage that obeys first-order desorption kinetics at all `T > 0`, while the
temperature is raised linearly in time at the rate `b ≠ 0`. -/
def IsCoverage (E R ν b : ℝ) (y : ℝ → ℝ) : Prop :=
  ∀ T, 0 < T → 0 < y T ∧ HasDerivAt y (-(rateConstant E R ν T / b) * y T) T
```

The next two are the peak equation and B, the heating rate for which a given T is the peak temperature.

```lean
/-- The peak equation `E/(R T²) = (ν/b) exp(-E/(R T))`, for `R`, `b` and `T` nonzero. -/
def PeakEquation (E R ν b T : ℝ) : Prop :=
  E / (R * T ^ 2) = ν / b * Real.exp (-E / (R * T))

/-- The heating rate `(R T²/E) ν exp(-E/(R T))` belonging to a peak temperature `T`,
for `E`, `R` and `T` nonzero. -/
def peakHeatingRate (E R ν T : ℝ) : ℝ := R * T ^ 2 / E * rateConstant E R ν T
```

## One solution of the peak equation

The equivalence with B(T) = b is pure algebra: `generalize` replaces the exponential by a letter before the fractions are cleared.

```lean
variable {E R ν b : ℝ}

/-- For positive `E`, `R`, `b` and `T`, the peak equation holds at `T` exactly when the heating
rate is the one belonging to `T`. -/
theorem peakEquation_iff (hE : 0 < E) (hR : 0 < R) (hb : 0 < b) {T : ℝ} (hT : 0 < T) :
    PeakEquation E R ν b T ↔ peakHeatingRate E R ν T = b := by
  unfold PeakEquation peakHeatingRate rateConstant
  generalize Real.exp (-E / (R * T)) = e
  constructor <;> intro h <;> field_simp at h ⊢ <;> linarith
```

Strict growth of B comes from multiplying two strict inequalities between positive factors.

```lean
/-- For positive `E`, `R` and `ν`, the heating rate belonging to a peak temperature increases
strictly with that temperature, on positive temperatures. -/
theorem peakHeatingRate_lt (hE : 0 < E) (hR : 0 < R) (hν : 0 < ν) {S T : ℝ} (hS : 0 < S)
    (hST : S < T) : peakHeatingRate E R ν S < peakHeatingRate E R ν T := by
  have hT : 0 < T := hS.trans hST
  have h0 : R * S < R * T := by gcongr
  have h1 : -E / (R * S) < -E / (R * T) := by
    rw [neg_div, neg_div]
    exact neg_lt_neg (div_lt_div_of_pos_left hE (by positivity) h0)
  have h2 : R * S ^ 2 / E < R * T ^ 2 / E := by gcongr
  unfold peakHeatingRate rateConstant
  exact mul_lt_mul'' h2 (mul_lt_mul_of_pos_left (Real.exp_lt_exp.mpr h1) hν)
    (by positivity) (by positivity)
```

The quotient and chain rules give k'.

```lean
/-- For `R > 0` and `T > 0`, the temperature derivative of the Arrhenius constant is `E/(R T²)`
times the constant itself. -/
theorem hasDerivAt_rateConstant (hR : 0 < R) {T : ℝ} (hT : 0 < T) :
    HasDerivAt (rateConstant E R ν) (E / (R * T ^ 2) * rateConstant E R ν T) T := by
  have h : HasDerivAt (fun T : ℝ => -E / (R * T)) (E / (R * T ^ 2)) T := by
    have h1 := (hasDerivAt_const T (-E)).fun_div ((hasDerivAt_id' T).const_mul R)
      (by positivity : R * T ≠ 0)
    refine h1.congr_deriv ?_
    rw [div_eq_div_iff (by positivity) (by positivity)]
    ring
  exact (h.exp.const_mul ν).congr_deriv (by simp only [rateConstant]; ring)
```

The existence proof uses the same c and d as above. `hlow` and `hhigh` are the two bounds, `intermediate_value_Icc` supplies Tp, and comparing T with Tp in three cases gives uniqueness.

```lean
/-- For positive `E`, `R`, `ν` and `b`, the peak equation has exactly one positive solution. -/
theorem exists_peak_temperature (hE : 0 < E) (hR : 0 < R) (hν : 0 < ν) (hb : 0 < b) :
    ∃ Tp, 0 < Tp ∧ ∀ T, 0 < T → (PeakEquation E R ν b T ↔ T = Tp) := by
  obtain ⟨c, hc, hc2⟩ : ∃ c : ℝ, 0 < c ∧ c ^ 2 = E * b / (R * ν) :=
    ⟨√(E * b / (R * ν)), by positivity, Real.sq_sqrt (by positivity)⟩
  have key : ∀ e : ℝ, R * c ^ 2 / E * (ν * e) = b * e := by
    intro e
    rw [hc2]
    field_simp
  -- at the temperature `c` the required heating rate is at most `b`
  have hlow : peakHeatingRate E R ν c ≤ b := by
    unfold peakHeatingRate rateConstant
    rw [key]
    have h1 : Real.exp (-E / (R * c)) ≤ 1 :=
      Real.exp_le_one_iff.mpr (div_nonpos_of_nonpos_of_nonneg (by linarith) (by positivity))
    nlinarith
  -- at a higher temperature `d` it is at least `b`
  obtain ⟨d, hd⟩ : ∃ d : ℝ, d = 2 * E / R + 2 * c := ⟨_, rfl⟩
  have hER : 0 < 2 * E / R := by positivity
  have hcd : 2 * c ≤ d := by linarith
  have hd0 : 0 < d := by linarith
  have hhigh : b ≤ peakHeatingRate E R ν d := by
    have h1 : R * d = 2 * E + 2 * (R * c) := by
      have h2 : R * (2 * E / R) = 2 * E := by field_simp
      rw [hd, mul_add, h2]
      ring
    have h3 : E / (R * d) ≤ 1 / 2 := by
      rw [div_le_iff₀ (by positivity), h1]
      nlinarith [mul_pos hR hc]
    have h4 : 1 / 2 ≤ Real.exp (-E / (R * d)) := by
      have h5 := Real.add_one_le_exp (-E / (R * d))
      have h6 : -E / (R * d) = -(E / (R * d)) := neg_div _ _
      linarith
    calc b ≤ 4 * (b * (1 / 2)) := by linarith
      _ = R * (2 * c) ^ 2 / E * (ν * (1 / 2)) := by linear_combination (-4) * key (1 / 2)
      _ ≤ R * d ^ 2 / E * (ν * Real.exp (-E / (R * d))) := by gcongr
  have hcont : ContinuousOn (peakHeatingRate E R ν) (Icc c d) := fun x hx =>
    ((by fun_prop : ContinuousAt (fun T : ℝ => R * T ^ 2 / E) x).mul
      (hasDerivAt_rateConstant hR (hc.trans_le hx.1)).continuousAt).continuousWithinAt
  obtain ⟨Tp, hmem, hTp⟩ := intermediate_value_Icc (by linarith) hcont ⟨hlow, hhigh⟩
  have hpos : 0 < Tp := hc.trans_le hmem.1
  refine ⟨Tp, hpos, fun T hT => ?_⟩
  rw [peakEquation_iff hE hR hb hT]
  refine ⟨fun h => ?_, fun h => h ▸ hTp⟩
  rcases lt_trichotomy T Tp with hlt | heq | hgt
  · linarith [peakHeatingRate_lt hE hR hν hT hlt]
  · exact heq
  · linarith [peakHeatingRate_lt hE hR hν hpos hgt]
```

## From the slope to a strict maximum

The product rule combines k' with the coverage law.

```lean
/-- For `R > 0`, `T > 0` and a coverage obeying the desorption kinetics, the derivative of the
desorption rate is the rate times the left side minus the right side of the peak equation. -/
theorem hasDerivAt_desorptionRate (hR : 0 < R) {y : ℝ → ℝ} (hy : IsCoverage E R ν b y)
    {T : ℝ} (hT : 0 < T) :
    HasDerivAt (desorptionRate E R ν y) (desorptionRate E R ν y T *
      (E / (R * T ^ 2) - ν / b * Real.exp (-E / (R * T)))) T :=
  ((hasDerivAt_rateConstant hR hT).fun_mul (hy T hT).2).congr_deriv
    (by simp only [desorptionRate, rateConstant]; ring)
```

The main theorem states that Tp is the only positive solution and that the rate at every other T > 0 is strictly smaller. As the peak equation contains no y, Tp is the same for every initial coverage.

```lean
/-- For positive `E`, `R`, `ν` and `b` and a coverage obeying the desorption kinetics, the
desorption rate has a unique maximum over `T > 0`, at the only positive solution of the peak
equation. -/
theorem desorption_peak (hE : 0 < E) (hR : 0 < R) (hν : 0 < ν) (hb : 0 < b) {y : ℝ → ℝ}
    (hy : IsCoverage E R ν b y) :
    ∃ Tp, 0 < Tp ∧ (∀ T, 0 < T → (PeakEquation E R ν b T ↔ T = Tp)) ∧
      ∀ T, 0 < T → T ≠ Tp → desorptionRate E R ν y T < desorptionRate E R ν y Tp := by
  obtain ⟨Tp, hTp, huniq⟩ := exists_peak_temperature hE hR hν hb
  refine ⟨Tp, hTp, huniq, fun T hT hne => ?_⟩
  have hBp := (peakEquation_iff hE hR hb hTp).1 ((huniq Tp hTp).2 rfl)
  have hr : ∀ x, 0 < x → 0 < desorptionRate E R ν y x := fun x hx =>
    mul_pos (mul_pos hν (Real.exp_pos _)) (hy x hx).1
  -- the slope has the sign of `b - peakHeatingRate`
  have hd : ∀ x, 0 < x → HasDerivAt (desorptionRate E R ν y) (desorptionRate E R ν y x *
      (E / (R * x ^ 2 * b) * (b - peakHeatingRate E R ν x))) x := by
    intro x hx
    refine (hasDerivAt_desorptionRate hR hy hx).congr_deriv ?_
    congr 1
    unfold peakHeatingRate rateConstant
    generalize Real.exp (-E / (R * x)) = e
    field_simp
  rcases lt_or_gt_of_ne hne with h | h
  · -- below the peak the rate rises
    have hm : StrictMonoOn (desorptionRate E R ν y) (Icc T Tp) := by
      refine strictMonoOn_of_deriv_pos (convex_Icc T Tp) (fun x hx =>
        (hd x (hT.trans_le hx.1)).continuousAt.continuousWithinAt) (fun x hx => ?_)
      rw [interior_Icc] at hx
      have hx0 : 0 < x := hT.trans hx.1
      rw [(hd x hx0).deriv]
      have hB := peakHeatingRate_lt hE hR hν hx0 hx.2
      exact mul_pos (hr x hx0) (mul_pos (by positivity) (by linarith))
    exact hm (left_mem_Icc.2 h.le) (right_mem_Icc.2 h.le) h
  · -- above the peak the rate falls
    have hm : StrictAntiOn (desorptionRate E R ν y) (Icc Tp T) := by
      refine strictAntiOn_of_deriv_neg (convex_Icc Tp T) (fun x hx =>
        (hd x (hTp.trans_le hx.1)).continuousAt.continuousWithinAt) (fun x hx => ?_)
      rw [interior_Icc] at hx
      have hx0 : 0 < x := hTp.trans hx.1
      rw [(hd x hx0).deriv]
      have hB := peakHeatingRate_lt hE hR hν hTp hx.1
      exact mul_neg_of_pos_of_neg (hr x hx0)
        (mul_neg_of_pos_of_neg (by positivity) (by linarith))
    exact hm (left_mem_Icc.2 h.le) (right_mem_Icc.2 h.le) h
```

The decisive device is `strictMonoOn_of_deriv_pos`, with its counterpart `strictAntiOn_of_deriv_neg`. It asks for continuity on the whole interval but a positive derivative only in the interior. The slope vanishes at Tp, yet Tp is an endpoint of the interval, so the strict comparison still reaches it.

Tp is the peak of a measured spectrum if the detector signal is proportional to the desorption rate, as with fast pumping and negligible readsorption, and the temperature ramp passes through Tp.

## Heating rate and desorption energy

Because B increases, a larger b needs a larger peak temperature.

```lean
/-- For positive parameters, faster heating moves the solution of the peak equation to a higher
temperature. -/
theorem peak_shifts_up (hE : 0 < E) (hR : 0 < R) (hν : 0 < ν) {b₁ b₂ T₁ T₂ : ℝ}
    (hb₁ : 0 < b₁) (hb : b₁ < b₂) (hT₁ : 0 < T₁) (hT₂ : 0 < T₂)
    (h₁ : PeakEquation E R ν b₁ T₁) (h₂ : PeakEquation E R ν b₂ T₂) : T₁ < T₂ := by
  rw [peakEquation_iff hE hR hb₁ hT₁] at h₁
  rw [peakEquation_iff hE hR (hb₁.trans hb) hT₂] at h₂
  by_contra hcon
  rcases eq_or_lt_of_le (not_lt.mp hcon) with h | h
  · rw [h] at h₂
    linarith
  · linarith [peakHeatingRate_lt hE hR hν hT₂ h]
```

Writing B(T) = b as b/T² = (R ν/E) exp(−E/(R T)) and taking logarithms gives the Kissinger line, exact for this model.

```lean
/-- Kissinger line: for positive parameters, a solution `T > 0` of the peak equation makes
`log (b/T²)` linear in `1/T` with slope `-E/R`. -/
theorem kissinger_line (hE : 0 < E) (hR : 0 < R) (hν : 0 < ν) (hb : 0 < b) {T : ℝ}
    (hT : 0 < T) (h : PeakEquation E R ν b T) :
    Real.log (b / T ^ 2) = Real.log (R * ν / E) - E / R * (1 / T) := by
  have h1 : b / T ^ 2 = R * ν / E * Real.exp (-E / (R * T)) := by
    rw [← (peakEquation_iff hE hR hb hT).1 h]
    unfold peakHeatingRate rateConstant
    generalize Real.exp (-E / (R * T)) = e
    field_simp
  rw [h1, Real.log_mul (by positivity) (Real.exp_ne_zero _), Real.log_exp]
  ring
```

Subtracting the lines for two heating rates removes ν:

log(b₁/T₁²) − log(b₂/T₂²) = (E/R)(1/T₂ − 1/T₁).

Different heating rates have different peak temperatures, so one may divide and solve for E.

```lean
/-- For positive parameters, the peak temperatures at two different heating rates determine the
desorption energy `E`, without knowledge of the prefactor `ν`. -/
theorem energy_from_two_peaks (hE : 0 < E) (hR : 0 < R) (hν : 0 < ν) {b₁ b₂ T₁ T₂ : ℝ}
    (hb₁ : 0 < b₁) (hb₂ : 0 < b₂) (hb : b₁ ≠ b₂) (hT₁ : 0 < T₁) (hT₂ : 0 < T₂)
    (h₁ : PeakEquation E R ν b₁ T₁) (h₂ : PeakEquation E R ν b₂ T₂) :
    E = R * (Real.log (b₁ / T₁ ^ 2) - Real.log (b₂ / T₂ ^ 2)) / (1 / T₂ - 1 / T₁) := by
  -- different heating rates give different peak temperatures
  have hne : 1 / T₂ - 1 / T₁ ≠ 0 := by
    intro h0
    have hT : T₂ = T₁ := by
      have h3 : T₂⁻¹ = T₁⁻¹ := by simpa only [one_div] using sub_eq_zero.mp h0
      exact inv_injective h3
    subst hT
    exact hb (((peakEquation_iff hE hR hb₁ hT₁).1 h₁).symm.trans
      ((peakEquation_iff hE hR hb₂ hT₂).1 h₂))
  have hRE : R * (E / R) = E := by field_simp
  rw [eq_div_iff hne, kissinger_line hE hR hν hb₁ hT₁ h₁, kissinger_line hE hR hν hb₂ hT₂ h₂]
  linear_combination (-(1 / T₂ - 1 / T₁)) * hRE
```

Finally, integrating the rate law from y₀ > 0 at T₀ > 0 gives an explicit coverage, so the kinetic assumption can be met for any positive starting value. The fundamental theorem of calculus differentiates the exponent.

```lean
/-- For `R > 0`, the rate law integrated from a coverage `y₀ > 0` at a temperature `T₀ > 0` gives
an explicit coverage obeying the desorption kinetics. -/
theorem isCoverage_witness (hR : 0 < R) {y₀ T₀ : ℝ} (hy₀ : 0 < y₀) (hT₀ : 0 < T₀) :
    IsCoverage E R ν b
      (fun T => y₀ * Real.exp (-(∫ s in T₀..T, rateConstant E R ν s / b))) := by
  intro T hT
  refine ⟨mul_pos hy₀ (Real.exp_pos _), ?_⟩
  have hc : ∀ s ∈ Ioi (0 : ℝ), ContinuousAt (fun s => rateConstant E R ν s / b) s :=
    fun s hs => (hasDerivAt_rateConstant hR hs).continuousAt.div_const b
  have hi : IntervalIntegrable (fun s => rateConstant E R ν s / b)
      MeasureTheory.volume T₀ T :=
    ContinuousOn.intervalIntegrable fun s hs =>
      (hc s ((lt_min hT₀ hT).trans_le hs.1)).continuousWithinAt
  -- fundamental theorem of calculus for the exponent
  have hI := intervalIntegral.integral_hasDerivAt_right hi
    (ContinuousAt.stronglyMeasurableAtFilter isOpen_Ioi hc T hT) (hc T hT)
  exact (hI.fun_neg.exp.const_mul y₀).congr_deriv (by ring)

end

end ThermalDesorptionPeak
```

```lean
#print axioms ThermalDesorptionPeak.hasDerivAt_desorptionRate
#print axioms ThermalDesorptionPeak.desorption_peak
#print axioms ThermalDesorptionPeak.peak_shifts_up
#print axioms ThermalDesorptionPeak.energy_from_two_peaks
```

```
'ThermalDesorptionPeak.hasDerivAt_desorptionRate' depends on axioms: [propext, Classical.choice, Quot.sound]
'ThermalDesorptionPeak.desorption_peak' depends on axioms: [propext, Classical.choice, Quot.sound]
'ThermalDesorptionPeak.peak_shifts_up' depends on axioms: [propext, Classical.choice, Quot.sound]
'ThermalDesorptionPeak.energy_from_two_peaks' depends on axioms: [propext, Classical.choice, Quot.sound]
```

The same argument, here only sketched, handles a prefactor ν T^m with constant m > 0. The peak condition becomes E/(R T²) + m/T = k/b, now with k = ν T^m exp(−E/(R T)). The left side falls from ∞ to 0 and the right side rises from 0 to ∞, so there is again one peak.
